# The middle-range interaction of three-range hybrids is positive, finite at contact and integrable over space

A plane-wave calculation of middle-range exact exchange needs a value for the interaction at zero wavevector. With range parameters $w_1 > w_2 > 0$, the Fourier transform at wavevector $q \neq 0$ is

$$\frac{4\pi}{q^2}\left(e^{-q^2/4w_1^2} - e^{-q^2/4w_2^2}\right),$$

which becomes $0/0$ at $q = 0$. The missing number is the integral of the interaction over all space. For the bare Coulomb interaction that integral diverges; for the middle-range interaction it is finite and has a closed form.

In Hartree atomic units the middle-range interaction at electron separation $r$ is

$$m(r) = \frac{\operatorname{erf}(w_1 r) - \operatorname{erf}(w_2 r)}{r}, \qquad \operatorname{erf}(x) = \frac{2}{\sqrt\pi}\int_0^x e^{-t^2}\,dt .$$

The parameters $w_1$ and $w_2$ are inverse lengths: $m(r)$ is much smaller than the bare Coulomb interaction $1/r$ at separations well below $1/w_1$ and well above $1/w_2$. The claim has three parts:

- $0 < m(r) < 2(w_1 - w_2)/\sqrt\pi$ for every $r > 0$;
- $m(r) \to 2(w_1 - w_2)/\sqrt\pi$ as $r \to 0^+$;
- $4\pi r^2 m(r)$ is integrable on $(0,\infty)$, with integral $\pi/w_2^2 - \pi/w_1^2$.

## Bounds and contact limit from the slope of erf

The derivative $\operatorname{erf}'(x) = (2/\sqrt\pi)\,e^{-x^2}$ is positive, so erf is strictly increasing. Since $w_1 r > w_2 r$ for $r > 0$, the numerator of $m(r)$ is positive, and so is $m(r)$.

For the upper bound, let $g(x) = \operatorname{erf}(x) - 2x/\sqrt\pi$. Its derivative $(2/\sqrt\pi)(e^{-x^2} - 1)$ is negative for $x > 0$, so $g(w_1 r) < g(w_2 r)$. Rearranged, this is

$$\operatorname{erf}(w_1 r) - \operatorname{erf}(w_2 r) < \frac{2}{\sqrt\pi}(w_1 - w_2)\,r ,$$

and division by $r$ gives the bound.

For the contact limit, let $D(r) = \operatorname{erf}(w_1 r) - \operatorname{erf}(w_2 r)$. Since $D(0) = 0$, $m(r) = (D(r) - D(0))/r$ is a difference quotient, and it tends to $D'(0) = 2(w_1 - w_2)/\sqrt\pi$.

## The volume integral from two short-range interactions

Define the short-range interaction $s_w(r) = (1 - \operatorname{erf}(wr))/r$ for $w > 0$. The ones cancel in the difference, so $m = s_{w_2} - s_{w_1}$. With $x = wr$,

$$\int_0^\infty 4\pi r^2 s_w(r)\,dr = \frac{4\pi}{w^2}\int_0^\infty x\,(1 - \operatorname{erf}x)\,dx .$$

Integration by parts gives

$$\int x(1 - \operatorname{erf}x)\,dx = \frac{x^2(1-\operatorname{erf}x)}{2} + \frac{1}{\sqrt\pi}\int x^2 e^{-x^2}dx ,$$

and a second integration by parts gives

$$\int x^2 e^{-x^2}dx = -\frac{x e^{-x^2}}{2} + \frac{\sqrt\pi}{4}\operatorname{erf}x .$$

A primitive is therefore

$$P(x) = \frac{x^2(1-\operatorname{erf}x)}{2} - \frac{x e^{-x^2}}{2\sqrt\pi} + \frac{\operatorname{erf}x}{4}, \qquad P(0) = 0 .$$

At large $x$ the last term tends to $1/4$, because the half-line Gaussian integral $\sqrt\pi/2$ gives $\operatorname{erf}x \to 1$. The second term vanishes. The first needs a decay estimate for $1 - \operatorname{erf}x$. Let $h(x) = e^{-x^2} + \operatorname{erf}x$. Then

$$h'(x) = e^{-x^2}\left(\frac{2}{\sqrt\pi} - 2x\right) \le 0 \quad\text{for } x \ge 1 ,$$

and $h(x) \to 1$, so $h(x) \ge 1$ there. Hence $0 \le 1 - \operatorname{erf}x \le e^{-x^2}$ for $x \ge 1$, and the first term vanishes too.

The integral of $x(1-\operatorname{erf}x)$ is thus $1/4$, and $s_w$ has volume integral $\pi/w^2$. Subtracting the result for $w_1$ from that for $w_2$ gives $\pi/w_2^2 - \pi/w_1^2$.

The choice of pieces matters. Splitting $m$ into $\operatorname{erf}(w_1 r)/r$ and $\operatorname{erf}(w_2 r)/r$ and integrating each separately fails: both volume integrands grow like $4\pi r$, and the result is $\infty - \infty$.

The condition $w_2 > 0$ is needed for the same reason. At $w_2 = 0$ the interaction is $\operatorname{erf}(w_1 r)/r$, which is still positive and finite at contact, but its volume integral diverges. If instead $w_1 = w_2$, then $m$ is identically zero and positivity fails.

## The formal development

All quantities are real numbers, and the interaction is a function of the separation alone.

```lean
import Mathlib

open MeasureTheory Set Filter Topology
open scoped Real

namespace MiddleRangeInteraction

noncomputable section
```

The error function is defined directly by its integral, which fixes the normalisation $2/\sqrt\pi$.

```lean
/-- The error function, as the normalised integral of a Gaussian from `0` to `x`. -/
def erf (x : ℝ) : ℝ := 2 / √π * ∫ t in (0 : ℝ)..x, Real.exp (-t ^ 2)
```

The next two definitions are $s_w(r)$ and $m(r)$. They place no restriction on the range parameters; the theorems supply the conditions.

```lean
/-- The short-range part `erfc(w r)/r` of the Coulomb interaction. -/
def shortRange (w r : ℝ) : ℝ := (1 - erf (w * r)) / r

/-- The middle-range interaction `(erf(w₁ r) - erf(w₂ r))/r` of a three-range hybrid. -/
def middleRange (w₁ w₂ r : ℝ) : ℝ := (erf (w₁ * r) - erf (w₂ * r)) / r
```

The primitive $P$ is written out explicitly, so the two integrations by parts are replaced by a differentiation that checks their outcome.

```lean
/-- A closed-form candidate for the primitive of `x erfc(x)`. -/
def momentPrimitive (x : ℝ) : ℝ :=
  x ^ 2 * (1 - erf x) / 2 - x * Real.exp (-x ^ 2) / (2 * √π) + erf x / 4
```

The fundamental theorem of calculus gives the derivative of erf, and the chain rule gives that of the Gaussian.

```lean
/-- The derivative of the error function is a normalised Gaussian. -/
theorem hasDerivAt_erf (x : ℝ) :
    HasDerivAt erf (2 / √π * Real.exp (-x ^ 2)) x := by
  have hc : Continuous (fun t : ℝ => Real.exp (-t ^ 2)) := by fun_prop
  exact (hc.integral_hasStrictDerivAt 0 x).hasDerivAt.const_mul (2 / √π)

/-- The derivative of the Gaussian `exp(-x²)` is `-2x exp(-x²)`. -/
theorem hasDerivAt_gaussian (x : ℝ) :
    HasDerivAt (fun y : ℝ => Real.exp (-y ^ 2)) (Real.exp (-x ^ 2) * (-(2 * x))) x := by
  have hp : HasDerivAt (fun y : ℝ => y ^ 2) (2 * x) x := by
    simpa using hasDerivAt_pow 2 x
  exact hp.fun_neg.exp
```

A positive derivative makes erf strictly increasing.

```lean
/-- The error function is strictly increasing. -/
theorem erf_strictMono : StrictMono erf := by
  apply strictMono_of_deriv_pos
  intro x
  rw [(hasDerivAt_erf x).deriv]
  positivity
```

The limit $\operatorname{erf}x \to 1$ combines Mathlib's value for the half-line Gaussian integral with the convergence of $\int_0^x$ to $\int_0^\infty$.

```lean
/-- The error function tends to one at large argument. -/
theorem tendsto_erf : Tendsto erf atTop (𝓝 1) := by
  have hi : IntegrableOn (fun t : ℝ => Real.exp (-t ^ 2)) (Ioi 0) := by
    have h := integrable_exp_neg_mul_sq (b := 1) one_pos
    simp only [neg_mul, one_mul] at h
    exact h.integrableOn
  have hv : ∫ t in Ioi (0 : ℝ), Real.exp (-t ^ 2) = √π / 2 := by
    have h := integral_gaussian_Ioi 1
    simp only [neg_mul, one_mul, div_one] at h
    exact h
  have ht := (intervalIntegral_tendsto_integral_Ioi 0 hi tendsto_id).const_mul (2 / √π)
  have hs : √π ≠ 0 := (Real.sqrt_pos.2 Real.pi_pos).ne'
  have h1 : 2 / √π * (√π / 2) = 1 := by field_simp
  rw [hv, h1] at ht
  exact ht
```

The decay estimate follows the argument with $h$. The step `hanti` shows that $h$ decreases on $[1,\infty)$, using $\sqrt\pi \ge 1$ to obtain $2/\sqrt\pi \le 2$. Then `le_of_tendsto` compares $h(x)$ with its limit.

```lean
/-- From `x = 1` onwards the complementary error function is at most the Gaussian `exp(-x²)`. -/
theorem erfc_le_gaussian {x : ℝ} (hx : 1 ≤ x) : 1 - erf x ≤ Real.exp (-x ^ 2) := by
  have hd : ∀ y : ℝ, HasDerivAt (fun y : ℝ => Real.exp (-y ^ 2) + erf y)
      (Real.exp (-y ^ 2) * (-(2 * y)) + 2 / √π * Real.exp (-y ^ 2)) y :=
    fun y => (hasDerivAt_gaussian y).fun_add (hasDerivAt_erf y)
  -- the sum of Gaussian and error function decreases beyond 1
  have hanti : AntitoneOn (fun y : ℝ => Real.exp (-y ^ 2) + erf y) (Ici 1) := by
    apply antitoneOn_of_deriv_nonpos (convex_Ici 1)
    · exact fun y _ => (hd y).continuousAt.continuousWithinAt
    · exact fun y _ => (hd y).differentiableAt.differentiableWithinAt
    · intro y hy
      rw [interior_Ici] at hy
      have hy1 : 1 < y := hy
      rw [(hd y).deriv]
      have hs : 1 ≤ √π := Real.one_le_sqrt.mpr (by linarith [Real.pi_gt_three])
      have hc : 2 / √π ≤ 2 := div_le_self (by norm_num) hs
      have hp := mul_nonneg (Real.exp_pos (-y ^ 2)).le
        (sub_nonneg.2 (show 2 / √π ≤ 2 * y by linarith))
      nlinarith [hp]
  have hg : Tendsto (fun y : ℝ => Real.exp (-y ^ 2)) atTop (𝓝 0) :=
    Real.tendsto_exp_atBot.comp
      (tendsto_neg_atTop_atBot.comp (tendsto_pow_atTop two_ne_zero))
  have h : 0 + 1 ≤ Real.exp (-x ^ 2) + erf x :=
    le_of_tendsto (hg.add tendsto_erf) ((eventually_ge_atTop x).mono
      fun y hy => hanti (mem_Ici.2 hx) (mem_Ici.2 (hx.trans hy)) hy)
  linarith
```

Differentiating $P$ by the product rule produces Gaussian terms that cancel, leaving $x(1 - \operatorname{erf}x)$.

```lean
/-- The function `momentPrimitive` is a primitive of `x erfc(x)`. -/
theorem hasDerivAt_momentPrimitive (x : ℝ) :
    HasDerivAt momentPrimitive (x * (1 - erf x)) x := by
  have hp : HasDerivAt (fun y : ℝ => y ^ 2) (2 * x) x := by
    simpa using hasDerivAt_pow 2 x
  have h := (((hp.fun_mul ((hasDerivAt_erf x).const_sub 1)).div_const 2).fun_sub
    (((hasDerivAt_id' x).fun_mul (hasDerivAt_gaussian x)).div_const (2 * √π))).fun_add
    ((hasDerivAt_erf x).div_const 4)
  exact h.congr_deriv (by ring)
```

For the limit of $P$, `hA` and `hB` treat the two decaying terms. Each is squeezed between zero and a power of $x$ times $e^{-x}$, since $e^{-x^2} \le e^{-x}$ for $x \ge 1$.

```lean
/-- The primitive of `x erfc(x)` tends to `1/4` at large argument. -/
theorem tendsto_momentPrimitive : Tendsto momentPrimitive atTop (𝓝 (1 / 4)) := by
  have hexp : ∀ x : ℝ, 1 ≤ x → Real.exp (-x ^ 2) ≤ Real.exp (-x) :=
    fun x hx => Real.exp_le_exp.2 (by nlinarith)
  -- both boundary terms are killed by exponential decay
  have hA : Tendsto (fun x : ℝ => x ^ 2 * (1 - erf x)) atTop (𝓝 0) := by
    refine squeeze_zero' (Eventually.of_forall fun x => ?_) ?_
      (Real.tendsto_pow_mul_exp_neg_atTop_nhds_zero 2)
    · exact mul_nonneg (sq_nonneg x)
        (sub_nonneg.2 (erf_strictMono.monotone.ge_of_tendsto tendsto_erf x))
    · filter_upwards [eventually_ge_atTop (1 : ℝ)] with x hx
      exact mul_le_mul_of_nonneg_left ((erfc_le_gaussian hx).trans (hexp x hx)) (sq_nonneg x)
  have hB : Tendsto (fun x : ℝ => x * Real.exp (-x ^ 2)) atTop (𝓝 0) := by
    refine squeeze_zero' ?_ ?_ (Real.tendsto_pow_mul_exp_neg_atTop_nhds_zero 1)
    · filter_upwards [eventually_ge_atTop (1 : ℝ)] with x hx
      positivity
    · filter_upwards [eventually_ge_atTop (1 : ℝ)] with x hx
      rw [pow_one]
      exact mul_le_mul_of_nonneg_left (hexp x hx) (by linarith)
  have h := ((hA.div_const 2).sub (hB.div_const (2 * √π))).add (tendsto_erf.div_const 4)
  simp only [zero_div, sub_zero, zero_add] at h
  exact h.congr fun x => by unfold momentPrimitive; ring
```

The substitution $x = wr$ appears here as a rescaled primitive, $(4\pi/w^2)\,P(wr)$. Its derivative is the volume integrand (`hd`), the integrand is nonnegative (`hn`), and the primitive has a finite limit (`ht`). Together these give integrability as well as the value $\pi/w^2$.

```lean
/-- For `w > 0` the short-range interaction multiplied by `4πr²` is integrable on `(0, ∞)`, with
integral `π/w²`. -/
theorem shortRange_volume {w : ℝ} (hw : 0 < w) :
    IntegrableOn (fun r => 4 * π * r ^ 2 * shortRange w r) (Ioi 0) ∧
      ∫ r in Ioi (0 : ℝ), 4 * π * r ^ 2 * shortRange w r = π / w ^ 2 := by
  have hd : ∀ r ∈ Ici (0 : ℝ), HasDerivAt (fun r => 4 * π / w ^ 2 * momentPrimitive (w * r))
      (4 * π * r ^ 2 * shortRange w r) r := by
    intro r _
    have h := ((hasDerivAt_momentPrimitive (w * r)).comp r
      ((hasDerivAt_id' r).const_mul w)).const_mul (4 * π / w ^ 2)
    refine h.congr_deriv ?_
    unfold shortRange
    rcases eq_or_ne r 0 with hr | hr
    · simp [hr]
    · field_simp
  have hn : ∀ r ∈ Ioi (0 : ℝ), 0 ≤ 4 * π * r ^ 2 * shortRange w r := by
    intro r hr
    have h1 := sub_nonneg.2 (erf_strictMono.monotone.ge_of_tendsto tendsto_erf (w * r))
    exact mul_nonneg (by positivity) (div_nonneg h1 (le_of_lt hr))
  have ht : Tendsto (fun r => 4 * π / w ^ 2 * momentPrimitive (w * r)) atTop
      (𝓝 (4 * π / w ^ 2 * (1 / 4))) :=
    (tendsto_momentPrimitive.comp (tendsto_id.const_mul_atTop hw)).const_mul _
  refine ⟨integrableOn_Ioi_deriv_of_nonneg' hd hn ht, ?_⟩
  have h0 : momentPrimitive (w * 0) = 0 := by simp [momentPrimitive, erf]
  rw [integral_Ioi_of_hasDerivAt_of_nonneg' hd hn ht]
  simp only [h0]
  ring
```

The contact limit holds for any real $w_1$ and $w_2$. The notation `𝓝[>] 0` means that $r$ approaches zero through positive values. The value at $r = 0$ itself plays no part: Lean's convention for division by zero makes `middleRange w₁ w₂ 0` equal to zero, which is not the contact value when $w_1 \neq w_2$.

```lean
/-- As the electrons coalesce, the middle-range interaction tends to `2(w₁ - w₂)/√π`. -/
theorem middleRange_contact (w₁ w₂ : ℝ) :
    Tendsto (middleRange w₁ w₂) (𝓝[>] 0) (𝓝 (2 * (w₁ - w₂) / √π)) := by
  have hw : ∀ w : ℝ, HasDerivAt (fun r => erf (w * r)) (2 / √π * w) 0 := by
    intro w
    have h := (hasDerivAt_erf (w * 0)).comp 0 ((hasDerivAt_id' (0 : ℝ)).const_mul w)
    exact h.congr_deriv (by simp)
  -- the interaction is the difference quotient at the origin
  have h := ((hw w₁).fun_sub (hw w₂)).tendsto_slope_zero_right
  have e : 2 / √π * w₁ - 2 / √π * w₂ = 2 * (w₁ - w₂) / √π := by ring
  rw [e] at h
  exact h.congr fun t => by simp [middleRange, div_eq_inv_mul]
```

The final theorem assumes `0 < w₂` and `w₂ < w₁`, and it has four conjuncts: the two strict bounds at every positive separation, the one-sided contact limit, integrability, and the value of the integral. `IntegrableOn` over `Ioi 0` is Lebesgue integrability on the half-line $(0,\infty)$. The angular integration is already contained in the factor $4\pi r^2$, so the statement concerns a radial integral and not an integral over $\mathbb{R}^3$. It describes the interaction only: exchange energies, mixing fractions and the accuracy of any functional do not enter.

In the proof, `hanti` is the monotonicity of $g$, from which the upper bound follows after multiplication by $r$. The identity $m = s_{w_2} - s_{w_1}$ is `hfun`, stated for the volume integrands. The short-range theorem is then applied once for each parameter, and `integral_sub` may split the integral because both parts are known to be integrable.

```lean
/-- For `w₁ > w₂ > 0` the middle-range interaction is positive and strictly below `2(w₁ - w₂)/√π` at
every `r > 0`, and it tends to that value as `r` falls to zero. Multiplied by `4πr²` it is
integrable on `(0, ∞)`, with integral `π/w₂² - π/w₁²`. -/
theorem middleRange_main {w₁ w₂ : ℝ} (h₂ : 0 < w₂) (h₁₂ : w₂ < w₁) :
    (∀ r, 0 < r → 0 < middleRange w₁ w₂ r ∧ middleRange w₁ w₂ r < 2 * (w₁ - w₂) / √π) ∧
    Tendsto (middleRange w₁ w₂) (𝓝[>] 0) (𝓝 (2 * (w₁ - w₂) / √π)) ∧
    IntegrableOn (fun r => 4 * π * r ^ 2 * middleRange w₁ w₂ r) (Ioi 0) ∧
    ∫ r in Ioi (0 : ℝ), 4 * π * r ^ 2 * middleRange w₁ w₂ r = π / w₂ ^ 2 - π / w₁ ^ 2 := by
  -- the error function grows more slowly than its tangent at the origin
  have hd : ∀ x : ℝ, HasDerivAt (fun x => erf x - 2 / √π * x)
      (2 / √π * Real.exp (-x ^ 2) - 2 / √π * 1) x :=
    fun x => (hasDerivAt_erf x).fun_sub ((hasDerivAt_id' x).const_mul _)
  have hanti : StrictAntiOn (fun x => erf x - 2 / √π * x) (Ici 0) := by
    apply strictAntiOn_of_deriv_neg (convex_Ici 0)
    · exact fun x _ => (hd x).continuousAt.continuousWithinAt
    · intro x hx
      rw [interior_Ici] at hx
      have hx0 : 0 < x := hx
      rw [(hd x).deriv]
      have he : Real.exp (-x ^ 2) < 1 :=
        Real.exp_lt_one_iff.2 (neg_lt_zero.2 (pow_pos hx0 2))
      have hc : 0 < 2 / √π := by positivity
      exact sub_neg.2 (mul_lt_mul_of_pos_left he hc)
  -- the middle range is a difference of two short ranges
  have hfun : (fun r => 4 * π * r ^ 2 * middleRange w₁ w₂ r) =
      fun r => 4 * π * r ^ 2 * shortRange w₂ r - 4 * π * r ^ 2 * shortRange w₁ r := by
    funext r
    unfold middleRange shortRange
    ring
  obtain ⟨i₁, v₁⟩ := shortRange_volume (h₂.trans h₁₂)
  obtain ⟨i₂, v₂⟩ := shortRange_volume h₂
  refine ⟨fun r hr => ?_, middleRange_contact w₁ w₂, ?_, ?_⟩
  · have hlt : w₂ * r < w₁ * r := mul_lt_mul_of_pos_right h₁₂ hr
    have h0 : 0 < w₂ * r := mul_pos h₂ hr
    refine ⟨div_pos (sub_pos.2 (erf_strictMono hlt)) hr, ?_⟩
    have h : erf (w₁ * r) - 2 / √π * (w₁ * r) < erf (w₂ * r) - 2 / √π * (w₂ * r) :=
      hanti (mem_Ici.2 h0.le) (mem_Ici.2 (h0.trans hlt).le) hlt
    have e : 2 * (w₁ - w₂) / √π * r = 2 / √π * (w₁ * r) - 2 / √π * (w₂ * r) := by ring
    unfold middleRange
    rw [div_lt_iff₀ hr, e]
    linarith
  · rw [hfun]
    exact i₂.sub i₁
  · rw [hfun, integral_sub i₂ i₁, v₁, v₂]

end

end MiddleRangeInteraction
```

```lean
#print axioms MiddleRangeInteraction.middleRange_main
```

```
'MiddleRangeInteraction.middleRange_main' depends on axioms: [propext, Classical.choice, Quot.sound]
```
